# Local exchange attraction of two frozen exponential atoms on a line decays at the rate exp(−2kR/3)

Two atoms sit on the line at 0 and R, with fixed densities a(x) = exp(−k|x|) and b(x) = exp(−k|x−R|), where k > 0 is the decay constant. Their local exchange attraction B(R) is the integral over x of (a+b)^(4/3) − a^(4/3) − b^(4/3), in units of the positive local exchange constant.

```lean
import Mathlib

open MeasureTheory Filter Set
open scoped Topology

namespace FrozenAtomExchange

noncomputable section

/-- Density at `x` of a frozen atom centred at `X` on the line, with decay constant `k`. -/
def atomDensity (k X x : ℝ) : ℝ := Real.exp (-(k * |x - X|))

/-- Local exchange gain when densities `a` and `b` overlap at a point, in units of the
(positive) local exchange constant. -/
def exchangeGain (a b : ℝ) : ℝ :=
  (a + b) ^ (4 / 3 : ℝ) - a ^ (4 / 3 : ℝ) - b ^ (4 / 3 : ℝ)

/-- Local exchange attraction of two frozen atoms a distance `R` apart: the exchange gain
integrated over the line. -/
def exchangeAttraction (k R : ℝ) : ℝ :=
  ∫ x, exchangeGain (atomDensity k 0 x) (atomDensity k R x)

/-- For a nonnegative density, the cube of its cube root is the density, and the fourth power
of its cube root is the local exchange power `4/3`. -/
theorem cube_root {a : ℝ} (ha : 0 ≤ a) :
    (a ^ (1 / 3 : ℝ)) ^ 3 = a ∧ a ^ (4 / 3 : ℝ) = (a ^ (1 / 3 : ℝ)) ^ 4 := by
  constructor <;> rw [← Real.rpow_natCast, ← Real.rpow_mul ha] <;> norm_num

/-- Bounds on the exchange gain in terms of the cube roots `p ≥ q ≥ 0` of the two densities
and the cube root `s ≥ p` of their sum. -/
theorem gain_cube_roots {p q s : ℝ} (hq : 0 ≤ q) (hqp : q ≤ p) (hps : p ≤ s)
    (h : s ^ 3 = p ^ 3 + q ^ 3) :
    q ^ 4 / 4 ≤ s ^ 4 - p ^ 4 - q ^ 4 ∧ s ^ 4 - p ^ 4 - q ^ 4 ≤ 4 / 3 * q ^ 3 * p := by
  have hp : 0 ≤ p := hq.trans hqp
  have hs : 0 ≤ s := hp.trans hps
  have hq3 := pow_nonneg hq 3
  have e : s ^ 4 = s * (p ^ 3 + q ^ 3) := by rw [← h]; ring
  have h0 : 5 / 4 * q ≤ s := (pow_le_pow_iff_left₀ (by positivity) hs three_ne_zero).1
    (by rw [mul_pow, h]; nlinarith [pow_le_pow_left₀ hq hqp 3])
  have h1 : 3 * p ^ 2 * (s - p) ≤ q ^ 3 := by
    nlinarith [mul_nonneg (sq_nonneg (s - p)) (by linarith : 0 ≤ s + 2 * p)]
  have h2 : s ≤ p + q := (pow_le_pow_iff_left₀ hs (add_nonneg hp hq) three_ne_zero).1
    (by nlinarith [mul_nonneg (mul_nonneg hp hq) (add_nonneg hp hq)])
  constructor
  · nlinarith [mul_nonneg (pow_nonneg hp 3) (sub_nonneg.2 hps),
      mul_le_mul_of_nonneg_left h0 hq3]
  · nlinarith [mul_le_mul_of_nonneg_left h1 hp, mul_le_mul_of_nonneg_left h2 hq3]

/-- Where the density `b` is nonnegative and no larger than `a`, the exchange gain lies between
a quarter of `b^(4/3)` and `4/3` of `b a^(1/3)`. -/
theorem gain_bounds {a b : ℝ} (hb : 0 ≤ b) (hab : b ≤ a) :
    b ^ (4 / 3 : ℝ) / 4 ≤ exchangeGain a b ∧
      exchangeGain a b ≤ 4 / 3 * b * a ^ (1 / 3 : ℝ) := by
  have ha : 0 ≤ a := hb.trans hab
  obtain ⟨hp3, hp4⟩ := cube_root ha
  obtain ⟨hq3, hq4⟩ := cube_root hb
  obtain ⟨hs3, hs4⟩ := cube_root (add_nonneg ha hb)
  have h := gain_cube_roots (Real.rpow_nonneg hb (1 / 3))
    (Real.rpow_le_rpow hb hab (by norm_num))
    (Real.rpow_le_rpow ha (by linarith : a ≤ a + b) (by norm_num)) (by rw [hs3, hp3, hq3])
  unfold exchangeGain
  rw [hs4, hp4, hq4]
  rwa [hq3] at h

/-- An exponential cusp of decay constant `c > 0` is integrable on the line, with integral
`2/c` wherever it is centred. -/
theorem cusp_integral {c : ℝ} (hc : 0 < c) (d : ℝ) :
    Integrable (fun x : ℝ => Real.exp (-(c * |x - d|))) ∧
      ∫ x : ℝ, Real.exp (-(c * |x - d|)) = 2 / c := by
  have h1 := integral_sub_right_eq_self (μ := volume)
    (fun x : ℝ => Real.exp (-(c * |x|))) d
  have h2 := integral_comp_abs (f := fun x : ℝ => Real.exp (-(c * x)))
  have h3 := integral_comp_mul_left_Ioi (fun x : ℝ => Real.exp (-x)) 0 hc
  simp only [mul_zero, integral_exp_neg_Ioi_zero, smul_eq_mul, mul_one] at h3
  have h4 : ∫ x : ℝ, Real.exp (-(c * |x - d|)) = 2 / c := by
    refine h1.trans (h2.trans ?_)
    rw [h3]; ring
  refine ⟨?_, h4⟩
  -- a non-integrable function would have integral zero in Lean
  by_contra hn
  rw [integral_undef hn] at h4
  exact (div_pos two_pos hc).ne h4

/-- For `k > 0` and `R ≥ 0`, the exchange gain of the two atoms lies at every point between two
exponential cusps centred at the bond midpoint, both carrying the factor `exp(-2kR/3)`. -/
theorem gain_envelope {k R : ℝ} (hk : 0 < k) (hR : 0 ≤ R) (x : ℝ) :
    1 / 4 * Real.exp (-(2 * k * R / 3)) * Real.exp (-(4 * k / 3 * |x - R / 2|)) ≤
      exchangeGain (atomDensity k 0 x) (atomDensity k R x) ∧
    exchangeGain (atomDensity k 0 x) (atomDensity k R x) ≤
      4 / 3 * Real.exp (-(2 * k * R / 3)) * Real.exp (-(2 * k / 3 * |x - R / 2|)) := by
  -- u and v are the distances to the nearer and the farther atom
  have key : ∀ u v : ℝ, u ≤ v → v = R / 2 + |x - R / 2| → R / 2 - |x - R / 2| ≤ u →
      1 / 4 * Real.exp (-(2 * k * R / 3)) * Real.exp (-(4 * k / 3 * |x - R / 2|)) ≤
        exchangeGain (Real.exp (-(k * u))) (Real.exp (-(k * v))) ∧
      exchangeGain (Real.exp (-(k * u))) (Real.exp (-(k * v))) ≤
        4 / 3 * Real.exp (-(2 * k * R / 3)) * Real.exp (-(2 * k / 3 * |x - R / 2|)) := by
    intro u v huv hv hu
    obtain ⟨h1, h2⟩ := gain_bounds (Real.exp_pos (-(k * v))).le
      (Real.exp_le_exp.2 (neg_le_neg (mul_le_mul_of_nonneg_left huv hk.le)))
    have e1 : Real.exp (-(k * v)) ^ (4 / 3 : ℝ) =
        Real.exp (-(2 * k * R / 3)) * Real.exp (-(4 * k / 3 * |x - R / 2|)) := by
      rw [← Real.exp_mul, ← Real.exp_add, hv]
      congr 1; ring
    have e2 : Real.exp (-(k * v)) * Real.exp (-(k * u)) ^ (1 / 3 : ℝ) ≤
        Real.exp (-(2 * k * R / 3)) * Real.exp (-(2 * k / 3 * |x - R / 2|)) := by
      rw [← Real.exp_mul, ← Real.exp_add, ← Real.exp_add, hv]
      apply Real.exp_le_exp.2
      nlinarith [mul_le_mul_of_nonneg_left hu hk.le]
    rw [e1] at h1
    exact ⟨by linarith, by linarith⟩
  have comm : ∀ a b, exchangeGain a b = exchangeGain b a := fun a b => by
    unfold exchangeGain
    rw [add_comm a b]; ring
  rcases le_total x (R / 2) with hx | hx
  · have hxR : |x - R| = -(x - R) := abs_of_nonpos (by linarith)
    have hxm : |x - R / 2| = -(x - R / 2) := abs_of_nonpos (by linarith)
    exact key |x - 0| |x - R| (by rw [hxR]; exact abs_le.2 ⟨by linarith, by linarith⟩)
      (by rw [hxR, hxm]; ring) (by rw [hxm]; linarith [le_abs_self (x - 0)])
  · have hx0 : |x - 0| = x - 0 := abs_of_nonneg (by linarith)
    have hxm : |x - R / 2| = x - R / 2 := abs_of_nonneg (by linarith)
    rw [comm]
    exact key |x - R| |x - 0| (by rw [hx0]; exact abs_le.2 ⟨by linarith, by linarith⟩)
      (by rw [hx0, hxm]; ring) (by rw [hxm]; linarith [neg_le_abs (x - R)])

/-- For `k > 0` and `R ≥ 0` the exchange gain of the two atoms is integrable over the line. -/
theorem gain_integrable {k R : ℝ} (hk : 0 < k) (hR : 0 ≤ R) :
    Integrable (fun x => exchangeGain (atomDensity k 0 x) (atomDensity k R x)) := by
  have hd : ∀ X, Continuous fun x => atomDensity k X x := fun X => by
    unfold atomDensity; fun_prop
  have hcont : Continuous fun x => exchangeGain (atomDensity k 0 x) (atomDensity k R x) := by
    unfold exchangeGain
    exact ((((hd 0).add (hd R)).rpow_const fun _ => Or.inr (by norm_num)).sub
      ((hd 0).rpow_const fun _ => Or.inr (by norm_num))).sub
      ((hd R).rpow_const fun _ => Or.inr (by norm_num))
  refine Integrable.mono' ((cusp_integral (by positivity : 0 < 2 * k / 3) (R / 2)).1.const_mul
    (4 / 3 * Real.exp (-(2 * k * R / 3)))) hcont.aestronglyMeasurable
    (Eventually.of_forall fun x => ?_)
  rw [Real.norm_eq_abs, abs_of_nonneg (le_trans (by positivity) (gain_envelope hk hR x).1)]
  exact (gain_envelope hk hR x).2

/-- For `k > 0` and `R ≥ 0`, the local exchange attraction of two frozen atoms is bounded below
and above by positive multiples of `exp(-2kR/3)`. -/
theorem exchangeAttraction_bounds {k R : ℝ} (hk : 0 < k) (hR : 0 ≤ R) :
    3 / (8 * k) * Real.exp (-(2 * k * R / 3)) ≤ exchangeAttraction k R ∧
      exchangeAttraction k R ≤ 4 / k * Real.exp (-(2 * k * R / 3)) := by
  have hlo := cusp_integral (by positivity : 0 < 4 * k / 3) (R / 2)
  have hup := cusp_integral (by positivity : 0 < 2 * k / 3) (R / 2)
  -- integrate the two envelopes
  have h1 := integral_mono (hlo.1.const_mul (1 / 4 * Real.exp (-(2 * k * R / 3))))
    (gain_integrable hk hR) (fun x => (gain_envelope hk hR x).1)
  have h2 := integral_mono (gain_integrable hk hR)
    (hup.1.const_mul (4 / 3 * Real.exp (-(2 * k * R / 3))))
    (fun x => (gain_envelope hk hR x).2)
  rw [integral_const_mul, hlo.2] at h1
  rw [integral_const_mul, hup.2] at h2
  exact ⟨le_trans (le_of_eq (by ring)) h1, le_trans h2 (le_of_eq (by ring))⟩

/-- For `k > 0` the local exchange attraction, multiplied by any fixed power `R^n` of the
separation, vanishes as `R` grows; `n = 6` excludes a `C6` term. -/
theorem no_power_law_tail {k : ℝ} (hk : 0 < k) (n : ℕ) :
    Tendsto (fun R : ℝ => R ^ n * exchangeAttraction k R) atTop (𝓝 0) := by
  have hc : 0 < 2 * k / 3 := by positivity
  have h : Tendsto (fun R : ℝ => 4 / k / (2 * k / 3) ^ n *
      ((2 * k / 3 * R) ^ n * Real.exp (-(2 * k / 3 * R)))) atTop (𝓝 0) := by
    have h0 := ((Real.tendsto_pow_mul_exp_neg_atTop_nhds_zero n).comp
      (tendsto_id.const_mul_atTop hc)).const_mul (4 / k / (2 * k / 3) ^ n)
    rw [mul_zero] at h0
    exact h0
  refine squeeze_zero' ?_ ?_ h
  · filter_upwards [eventually_ge_atTop (0 : ℝ)] with R hR
    exact mul_nonneg (pow_nonneg hR n)
      (le_trans (by positivity) (exchangeAttraction_bounds hk hR).1)
  · filter_upwards [eventually_ge_atTop (0 : ℝ)] with R hR
    have hne : (2 * k / 3) ^ n ≠ 0 := (pow_pos hc n).ne'
    refine (mul_le_mul_of_nonneg_left (exchangeAttraction_bounds hk hR).2
      (pow_nonneg hR n)).trans (le_of_eq ?_)
    rw [mul_pow (2 * k / 3) R n, show 2 * k / 3 * R = 2 * k * R / 3 by ring]
    generalize (2 * k / 3) ^ n = m at hne ⊢
    field_simp

end

end FrozenAtomExchange
```

```lean
#print axioms FrozenAtomExchange.exchangeAttraction_bounds
#print axioms FrozenAtomExchange.no_power_law_tail
```

```
'FrozenAtomExchange.exchangeAttraction_bounds' depends on axioms: [propext, Classical.choice, Quot.sound]
'FrozenAtomExchange.no_power_law_tail' depends on axioms: [propext, Classical.choice, Quot.sound]
```

## Two exponential bounds and a vanishing limit

The theorem `exchangeAttraction_bounds` says that for all real k > 0 and R ≥ 0

(3/(8k)) exp(−2kR/3) ≤ B(R) ≤ (4/k) exp(−2kR/3).

The bounds fix the exponential rate but leave the prefactor undetermined between 3/(8k) and 4/k. The theorem `no_power_law_tail` adds that R^n B(R) → 0 as R → ∞ for every natural number n. The case n = 6 rules out a C6/R⁶ tail with C6 ≠ 0.

In the file, `atomDensity k X x` is the density at x of an atom centred at X, `exchangeGain a b` is the integrand for two density values, and `exchangeAttraction k R` is B(R). The exponents 4/3 and 1/3 are real powers. The limit R → ∞ is written `atTop`, and `𝓝 0` says that the limiting value is 0.

## From exchange energy to B(R)

Local exchange assigns to a density ρ the energy

E[ρ] = −A ∫ ρ^(4/3) dx, with A > 0.

The constant A sets the strength of exchange in a uniform electron gas. Bringing the atoms together without changing their shapes alters this energy by

E[a+b] − E[a] − E[b] = −A B(R),

so a positive B(R) means that the energy lies below that of the separated atoms, which is what attraction means here.

Each density has peak value 1 and integral 2/k. For atoms with N electrons each, both densities are multiplied by Nk/2, and B(R) and its two bounds by (Nk/2)^(4/3). The rate in R is unchanged.

The power 4/3 belongs to the three-dimensional electron gas and is used here on a line as a model. The densities do not relax, and kinetic, electrostatic and correlation energies are absent. Within this one-dimensional, frozen-density, exchange-only model, the attraction from local exchange is an overlap effect and cannot supply the R⁻⁶ dispersion tail between distant atoms.

## Bounding the gain at one point

Take density values 0 ≤ b ≤ a, and let p, q, s be the cube roots of a, b, a+b. Then s³ = p³ + q³ and 0 ≤ q ≤ p ≤ s. Writing s⁴ = s(p³ + q³) gives

s⁴ − p⁴ − q⁴ = p³(s−p) + q³(s−q).

For the lower bound, s³ ≥ 2q³ ≥ (5/4)³q³, because (5/4)³ = 125/64 < 2. Hence s − q ≥ q/4. The first term is nonnegative, so the gain is at least q⁴/4.

For the upper bound, two inequalities are needed:

s³ − p³ − 3p²(s−p) = (s−p)²(s+2p) ≥ 0, so 3p²(s−p) ≤ q³;

(p+q)³ ≥ p³ + q³ = s³, so s − q ≤ p.

The first term is therefore at most pq³/3 and the second at most pq³. Together,

b^(4/3)/4 ≤ gain ≤ (4/3) b a^(1/3).

The lemma `gain_cube_roots` proves the polynomial inequalities: `h0`, `h1` and `h2` are the three estimates on s, and `nlinarith` combines them. With `cube_root`, `gain_bounds` translates the result back to densities.

## Cusps centred at the bond midpoint

Let m = |x − R/2|. The farther atom is at distance v = R/2 + m from x, and the nearer one at distance u ≥ R/2 − m. The smaller density is exp(−kv), so

exp(−kv)^(4/3) = exp(−2kR/3) exp(−4km/3).

In the upper bound the exponent contains

v + u/3 ≥ R/2 + m + R/6 − m/3 = 2R/3 + 2m/3.

The gain at x therefore lies between

(1/4) exp(−2kR/3) exp(−4km/3) and (4/3) exp(−2kR/3) exp(−2km/3).

This is `gain_envelope`. Its inner statement `key` treats u and v in general; the proof then splits at x = R/2 and uses the symmetry of the gain to exchange the atoms.

For c > 0 and any centre d,

∫ exp(−c|x−d|) dx = 2 ∫₀^∞ exp(−cy) dy = 2/c,

which is `cusp_integral`. Since Lean gives a non-integrable function the integral 0, the positive value 2/c also yields integrability there. The gain is continuous, nonnegative and bounded above by an integrable cusp, so `gain_integrable` establishes that B(R) is a genuine integral. Integrating the two envelopes gives the prefactors:

(1/4) · 2/(4k/3) = 3/(8k),

(4/3) · 2/(2k/3) = 4/k.

For the limit, put t = 2kR/3. Then for R ≥ 0

0 ≤ R^n B(R) ≤ (4/k) (2k/3)^(−n) tⁿ exp(−t).

For t > 0, exp(t) ≥ t^(n+1)/(n+1)!, so tⁿ exp(−t) ≤ (n+1)!/t, which tends to 0. The file takes this last limit from Mathlib and finishes with the squeeze theorem `squeeze_zero'`.

## Numbers for k = 1

At R = 3 the common factor is exp(−2) ≈ 0.1353, so

0.0507 ≤ B(3) ≤ 0.542.

At the midpoint both densities equal exp(−1.5), and the gain is (2^(4/3) − 2) exp(−2) ≈ 0.070. The envelopes there are about 0.034 and 0.180.

The upper bound on R⁶ B(R) is about 6.0 at R = 30 and about 8 × 10⁻⁷ at R = 60.

## The lower bound can fail for negative R

Reflecting the line shows that B(−R) = B(R), whereas exp(−2kR/3) grows when R becomes negative. With k = 1 and R = −3, the lower bound would require B(−3) ≥ (3/8) exp(2) ≈ 2.77, but B(−3) = B(3) ≤ 0.542. The upper bound stays true for negative R, though it becomes loose. With the separation |R| in place of R, both bounds hold for every real R.
